# Wigner's two sums agree for the rotation group O and differ for T and I

## Coupling two triplets in a cubic field

Two electrons sit in \(p\) orbitals of an ion whose surroundings have the rotations of a regular tetrahedron, the group \(T\), as their only symmetries. Their product states include the two triples

\[
(y_1z_2,\; z_1x_2,\; x_1y_2), \qquad (z_1y_2,\; x_1z_2,\; y_1x_2),
\]

where \(x_i, y_i, z_i\) are the orbitals of electron \(i\). Under \(T\) both triples transform like a vector. The vector representation therefore occurs twice in the product, and the group \(T\) alone doesn't fix the coupling coefficients: an extra label, such as the sign under exchange of the two electrons' orbitals, is needed to tell the two copies apart. Under the octahedral rotation group \(O\), the sum and the difference of the triples belong to different representations, and no such label is needed.

Wigner called a finite group simply reducible if every element is conjugate to its inverse and the product of any two irreducible representations contains each irreducible representation at most once. He gave a test for this that uses only the multiplication table.

## The two sums and what is proved about them

For a finite group \(G\), let \(r(g)\) be the number of \(x\in G\) with \(x^2=g\), and let \(C(g)\) be the centralizer of \(g\), the set of elements that commute with it. Define

\[
A(G)=\sum_{g\in G} r(g)^3,\qquad B(G)=\sum_{g\in G}|C(g)|^2 .
\]

The letter \(A\) is a sum here, not a Mulliken label. Wigner's theorem says that \(G\) is simply reducible exactly when \(A(G)=B(G)\). The results below concern the two sums; their link to representations is Wigner's theorem, which is taken over from character theory.

- For every finite group, \(A(G)\le B(G)\). Equality holds exactly when for any \(u,v\in G\) there is one \(x\in G\) with \(xux^{-1}=u^{-1}\) and \(xvx^{-1}=v^{-1}\).
- For \(O\), \(A=B=1032\). For \(T\), \(A=72\) and \(B=264\). For the icosahedral rotation group \(I\), \(A<B\), although each element of \(I\) is conjugate to its inverse.
- Adjoining the inversion as a direct factor changes none of these verdicts.

Through Wigner's theorem, these results bear on whether coupling tables for ligand-field and vibronic calculations need a multiplicity label. For \(O\) none is needed. For \(I\) every element is conjugate to its inverse, so \(A<B\) means that some product of two irreducible representations contains a third more than once. For \(T\) the inequality alone doesn't decide, because the threefold rotations aren't conjugate to their inverses; there the two triples above show the repetition. The same conclusions hold with the inversion adjoined. A regular tetrahedral complex has reflections as well; its full group \(T_d\) is isomorphic to \(O\), so no label is needed there. All this concerns the ordinary representations of these groups; half-integer spin requires the double groups, whose sums are different.

## Both sums count triples

Each \(g\) has \(r(g)\) square roots \(x\), so one factor \(r(g)\) can be traded for a sum over them:

\[
A(G)=\sum_{x\in G} r(x^2)^2 .
\]

Now \(r(x^2)\) counts the \(y\) with \(y^2=x^2\). Write \(y=xu\). Then \(xuxu=xx\), so \(uxu=x\), which is \(xu=u^{-1}x\), or \(xux^{-1}=u^{-1}\). Hence \(r(x^2)\) is the number of \(u\) that \(x\) inverts. Its square counts pairs \((u,v)\), and exchanging the sums, so that \(x\) is counted first for each fixed pair, gives

\[
A(G)=\sum_{u,v}|I(u,v)|,\qquad B(G)=\sum_{u,v}|C(u,v)|,
\]

where \(I(u,v)\) is the set of \(x\) that invert both \(u\) and \(v\), and \(C(u,v)\) the set of \(x\) that commute with both. The second formula follows in the same way, since \(|C(x)|^2\) counts the pairs that commute with \(x\).

Fix \(u,v\). If \(I(u,v)\) is empty, it is smaller than \(C(u,v)\), which contains the identity. If it contains some \(x\), then for \(w=u\) or \(w=v\)

\[
(xc)w(xc)^{-1}=w^{-1}=xwx^{-1}\iff cwc^{-1}=w ,
\]

so \(I(u,v)=x\,C(u,v)\) and the two sets have equal size. Summing over all pairs gives \(A\le B\), with equality exactly when no \(I(u,v)\) is empty.

## Counting for O, T and I

\(O\) permutes the four body diagonals of a cube and is isomorphic to \(S_4\). The identity has 10 square roots, each of the 3 double transpositions has 2, each of the 8 three-cycles has 1, and the other elements have none. The centralizers have order 24 for the identity, 8 for double transpositions, 3 for three-cycles, and 4 for the 6 transpositions and the 6 four-cycles. Thus

\[
A=10^3+3\cdot 2^3+8=1032,\qquad B=24^2+3\cdot 8^2+8\cdot 3^2+12\cdot 4^2=1032 .
\]

\(T\) is isomorphic to \(A_4\), where \(A=4^3+8=72\) and \(B=12^2+3\cdot4^2+8\cdot3^2=264\).

\(I\) is isomorphic to \(A_5\). Take \(u=(0\,1\,2)\) and \(v=(0\,1\,3)\). A permutation that inverts both maps \(\{0,1,2\}\) and \(\{0,1,3\}\) to themselves, so it preserves \(\{0,1\}\) and fixes 2, 3 and 4. The identity inverts neither cycle, which leaves the transposition \((0\,1)\). That is odd and not in \(A_5\), so \(A<B\).

Each single element of \(A_5\) is nevertheless inverted by some conjugation: \((a\,b\,c)\) by \((a\,b)(d\,e)\), the five-cycle \((a\,b\,c\,d\,e)\) by \((b\,e)(c\,d)\), and an element of order at most two by the identity.

## Adding the inversion, and a factor that spoils equality

In a direct product \(G\times H\), conjugation acts on each component separately. Common inverting elements of \(G\) and \(H\) combine into one for the product, and conversely each component of one for the product serves in its factor. So \(A=B\) holds for \(G\times H\) exactly when it holds for both factors. In \(\{\pm1\}\) every element is its own inverse, and equality holds.

Equality for one factor is not enough. The cyclic group \(C_3\) has \(A=3\) and \(B=27\), because every element has one square root and commutes with all three. Both sums multiply in a direct product, so \(O\times C_3\) has \(A=3096\) and \(B=27864\).

## The statements in Lean

`sqrtCount g` is \(r(g)\), `centralizerOrder g` is \(|C(g)|\), and `rootSum G` and `centralizerSum G` are \(A(G)\) and \(B(G)\), all natural numbers. The sets \(I(u,v)\) and \(C(u,v)\) are `inverters u v` and `commuters u v`. The former is written with \(xu=u^{-1}x\), which avoids one inverse.

The general theorems assume only that `G` is a finite group with decidable equality. The groups \(O\), \(T\) and \(I\) enter as `Equiv.Perm (Fin 4)`, `alternatingGroup (Fin 4)` and `alternatingGroup (Fin 5)`; their identification with rotations is the geometric input described above. The factor `ℤˣ` is the group \(\{1,-1\}\) and stands for the inversion, so the last theorem concerns \(O_h\), \(T_h\) and \(I_h\).

```lean
import Mathlib

open Finset

namespace WignerSimpleReducibility

variable {G : Type*} [Group G] [Fintype G] [DecidableEq G]

/-- The number of square roots of `g` in a finite group. -/
def sqrtCount (g : G) : ℕ := (univ.filter fun x : G => x * x = g).card

/-- The order of the centralizer of `g`. -/
def centralizerOrder (g : G) : ℕ := (univ.filter fun x : G => g * x = x * g).card

/-- Wigner's first sum `A`: the cubed number of square roots, summed over the group. -/
def rootSum (G : Type*) [Group G] [Fintype G] [DecidableEq G] : ℕ :=
  ∑ g : G, sqrtCount g ^ 3

/-- Wigner's second sum `B`: the squared centralizer order, summed over the group. -/
def centralizerSum (G : Type*) [Group G] [Fintype G] [DecidableEq G] : ℕ :=
  ∑ g : G, centralizerOrder g ^ 2

/-- The elements whose conjugation inverts both `u` and `v`. -/
def inverters (u v : G) : Finset G :=
  univ.filter fun x => x * u = u⁻¹ * x ∧ x * v = v⁻¹ * x

/-- The elements that commute with both `u` and `v`. -/
def commuters (u v : G) : Finset G :=
  univ.filter fun x => x * u = u * x ∧ x * v = v * x

/-- Double counting: for a relation `P` on a finite set, summing the squared number of partners
of `x` over `x` counts, for all pairs `u, v`, the elements related to both. -/
theorem sum_card_sq {α : Type*} [Fintype α] (P : α → α → Prop) [∀ x u, Decidable (P x u)] :
    ∑ x : α, (univ.filter fun u => P x u).card ^ 2 =
      ∑ u : α, ∑ v : α, (univ.filter fun x => P x u ∧ P x v).card := by
  simp only [Finset.card_filter, sq, Finset.sum_mul_sum]
  rw [Finset.sum_comm]
  refine Finset.sum_congr rfl fun u _ => ?_
  rw [Finset.sum_comm]
  refine Finset.sum_congr rfl fun v _ => Finset.sum_congr rfl fun x _ => ?_
  by_cases h1 : P x u <;> by_cases h2 : P x v <;> simp [h1, h2]

/-- The square roots of `x²` are as many as the elements inverted by conjugation with `x`. -/
theorem sqrtCount_mul_self (x : G) :
    sqrtCount (x * x) = (univ.filter fun u : G => x * u = u⁻¹ * x).card := by
  symm
  -- the square root `y` corresponds to `u` through `y = x u`
  refine Finset.card_equiv (Equiv.mulLeft x) fun u => ?_
  simp only [Finset.mem_filter, Finset.mem_univ, true_and, Equiv.coe_mulLeft]
  rw [mul_assoc, mul_right_inj, eq_inv_mul_iff_mul_eq]

/-- The sum `A` counts, over all pairs `u, v`, the elements that invert both. -/
theorem rootSum_eq : rootSum G = ∑ u : G, ∑ v : G, (inverters u v).card := by
  have h1 : rootSum G = ∑ x : G, sqrtCount (x * x) ^ 2 := by
    have h : ∀ g : G, sqrtCount g ^ 3 =
        ∑ x : G, if x * x = g then sqrtCount g ^ 2 else 0 := by
      intro g
      rw [← Finset.sum_filter, Finset.sum_const, smul_eq_mul]
      change _ = sqrtCount g * sqrtCount g ^ 2
      ring
    unfold rootSum
    rw [Finset.sum_congr rfl fun g _ => h g, Finset.sum_comm]
    simp only [Finset.sum_ite_eq, Finset.mem_univ, if_true]
  rw [h1, Finset.sum_congr rfl fun x _ => by rw [sqrtCount_mul_self x]]
  exact sum_card_sq fun x u : G => x * u = u⁻¹ * x

/-- The sum `B` counts, over all pairs `u, v`, the elements that commute with both. -/
theorem centralizerSum_eq :
    centralizerSum G = ∑ u : G, ∑ v : G, (commuters u v).card :=
  sum_card_sq fun x u : G => x * u = u * x

/-- At most as many elements invert both `u` and `v` as commute with both, and the numbers agree
exactly when some element inverts both. -/
theorem card_inverters (u v : G) :
    (inverters u v).card ≤ (commuters u v).card ∧
      ((inverters u v).card = (commuters u v).card ↔
        ∃ x : G, x * u = u⁻¹ * x ∧ x * v = v⁻¹ * x) := by
  have hpos : 0 < (commuters u v).card := Finset.card_pos.2 ⟨1, by simp [commuters]⟩
  by_cases h : ∃ x : G, x * u = u⁻¹ * x ∧ x * v = v⁻¹ * x
  · obtain ⟨x, hu, hv⟩ := h
    -- the inverting elements form the coset `x C(u, v)`
    have key : ∀ w : G, x * w = w⁻¹ * x → ∀ c : G,
        (c * w = w * c ↔ x * c * w = w⁻¹ * (x * c)) := by
      intro w hw c
      rw [← mul_assoc w⁻¹, ← hw, mul_assoc, mul_assoc, mul_right_inj]
    have e : (commuters u v).card = (inverters u v).card := by
      refine Finset.card_equiv (Equiv.mulLeft x) fun c => ?_
      simp only [commuters, inverters, Finset.mem_filter, Finset.mem_univ, true_and,
        Equiv.coe_mulLeft]
      exact and_congr (key u hu c) (key v hv c)
    exact ⟨e.ge, fun _ => ⟨x, hu, hv⟩, fun _ => e.symm⟩
  · have e : (inverters u v).card = 0 :=
      Finset.card_eq_zero.2 (Finset.filter_eq_empty_iff.2 fun x _ hx => h ⟨x, hx⟩)
    exact ⟨by omega, fun h' => absurd h' (by omega), fun h' => absurd h' h⟩

/-- Wigner's inequality `A ≤ B`, for every finite group. -/
theorem rootSum_le_centralizerSum : rootSum G ≤ centralizerSum G := by
  rw [rootSum_eq, centralizerSum_eq]
  exact Finset.sum_le_sum fun u _ => Finset.sum_le_sum fun v _ => (card_inverters u v).1

/-- Equality `A = B` holds exactly when any two group elements are inverted by a common
conjugation. -/
theorem rootSum_eq_centralizerSum_iff :
    rootSum G = centralizerSum G ↔
      ∀ u v : G, ∃ x : G, x * u * x⁻¹ = u⁻¹ ∧ x * v * x⁻¹ = v⁻¹ := by
  have inner (u : G) := Finset.sum_eq_sum_iff_of_le
    (s := univ) fun v _ => (card_inverters u v).1
  have pair (u v : G) := (card_inverters u v).2
  rw [rootSum_eq, centralizerSum_eq, Finset.sum_eq_sum_iff_of_le
    fun u _ => Finset.sum_le_sum fun v _ => (card_inverters u v).1]
  simp only [inner, pair, Finset.mem_univ, true_implies, mul_inv_eq_iff_eq_mul]

/-- A direct product of finite groups satisfies `A = B` exactly when both factors do. -/
theorem prod_iff {H : Type*} [Group H] [Fintype H] [DecidableEq H] :
    rootSum (G × H) = centralizerSum (G × H) ↔
      rootSum G = centralizerSum G ∧ rootSum H = centralizerSum H := by
  simp only [rootSum_eq_centralizerSum_iff]
  constructor
  · intro h
    refine ⟨fun u v => ?_, fun u v => ?_⟩
    · obtain ⟨x, hu, hv⟩ := h (u, 1) (v, 1)
      exact ⟨x.1, congrArg Prod.fst hu, congrArg Prod.fst hv⟩
    · obtain ⟨x, hu, hv⟩ := h (1, u) (1, v)
      exact ⟨x.2, congrArg Prod.snd hu, congrArg Prod.snd hv⟩
  · rintro ⟨hG, hH⟩ u v
    obtain ⟨x, hxu, hxv⟩ := hG u.1 v.1
    obtain ⟨y, hyu, hyv⟩ := hH u.2 v.2
    exact ⟨(x, y), Prod.ext hxu hyu, Prod.ext hxv hyv⟩

/-- In `A5`, the rotation group `I`, every element is conjugate to its inverse. -/
theorem icosahedral_ambivalent :
    ∀ g : alternatingGroup (Fin 5), ∃ x, x * g * x⁻¹ = g⁻¹ := by
  decide +kernel

/-- Wigner's test on the rotation groups `O`, `T` and `I`, taken as `S4`, `A4` and `A5`:
`A = B = 1032` for `O`, `A = 72` and `B = 264` for `T`, and `A < B` for `I`. -/
theorem wigner_test_O_T_I :
    (rootSum (Equiv.Perm (Fin 4)) = 1032 ∧ centralizerSum (Equiv.Perm (Fin 4)) = 1032) ∧
    (rootSum (alternatingGroup (Fin 4)) = 72 ∧
      centralizerSum (alternatingGroup (Fin 4)) = 264) ∧
    rootSum (alternatingGroup (Fin 5)) < centralizerSum (alternatingGroup (Fin 5)) := by
  refine ⟨⟨by decide +kernel, by decide +kernel⟩, ⟨by decide +kernel, by decide +kernel⟩,
    lt_of_le_of_ne rootSum_le_centralizerSum fun h => ?_⟩
  -- the three-cycles (0 1 2) and (0 1 3) have no common inverting element in `A5`
  have h' := rootSum_eq_centralizerSum_iff.1 h
    ⟨Equiv.swap 0 1 * Equiv.swap 1 2, Equiv.Perm.mem_alternatingGroup.2 (by decide)⟩
    ⟨Equiv.swap 0 1 * Equiv.swap 1 3, Equiv.Perm.mem_alternatingGroup.2 (by decide)⟩
  revert h'
  decide +kernel

/-- With the inversion `±1` adjoined as a direct factor, `O` still gives `A = B`, while `T` and
`I` still give `A ≠ B`. -/
theorem wigner_test_with_inversion :
    rootSum (Equiv.Perm (Fin 4) × ℤˣ) = centralizerSum (Equiv.Perm (Fin 4) × ℤˣ) ∧
    rootSum (alternatingGroup (Fin 4) × ℤˣ) ≠ centralizerSum (alternatingGroup (Fin 4) × ℤˣ) ∧
    rootSum (alternatingGroup (Fin 5) × ℤˣ) ≠
      centralizerSum (alternatingGroup (Fin 5) × ℤˣ) := by
  obtain ⟨⟨o1, o2⟩, ⟨t1, t2⟩, i⟩ := wigner_test_O_T_I
  refine ⟨prod_iff.2 ⟨o1.trans o2.symm, by decide +kernel⟩, fun h => ?_, fun h => ?_⟩
  · have := (prod_iff.1 h).1
    omega
  · exact i.ne (prod_iff.1 h).1

end WignerSimpleReducibility
```

```lean
#print axioms WignerSimpleReducibility.icosahedral_ambivalent
#print axioms WignerSimpleReducibility.wigner_test_O_T_I
#print axioms WignerSimpleReducibility.wigner_test_with_inversion
```

```
'WignerSimpleReducibility.icosahedral_ambivalent' depends on axioms: [propext, Classical.choice, Quot.sound]
'WignerSimpleReducibility.wigner_test_O_T_I' depends on axioms: [propext, Classical.choice, Quot.sound]
'WignerSimpleReducibility.wigner_test_with_inversion' depends on axioms: [propext, Classical.choice, Quot.sound]
```

## From double counting to the three groups

`sum_card_sq` is the double counting for an arbitrary relation: it writes each cardinality as a sum of zeros and ones, expands the square and exchanges the sums. `sqrtCount_mul_self` is the substitution \(y=xu\), with `Equiv.mulLeft x` as the bijection \(u\mapsto xu\). `rootSum_eq` first trades one factor \(r(g)\) for a sum over square roots and then applies these two lemmas. For `centralizerSum_eq` the double counting suffices.

`card_inverters` distinguishes whether a common inverting element exists. If so, `key` is the displayed equivalence for \(xc\), and left multiplication by \(x\) matches the two sets. If not, one set is empty while `hpos` shows that the other isn't.

Summing the inequality gives `rootSum_le_centralizerSum`. For the equality case, `Finset.sum_eq_sum_iff_of_le` is used twice, once for each summation variable: when every term of one sum is at most the matching term of the other, equal sums force equal terms. `prod_iff` works with the resulting criterion. To extract a factor, it pairs the given elements with the identity of the other factor.

The four values for \(S_4\) and \(A_4\), and the statement about single elements of \(A_5\), are obtained by `decide +kernel`, which lets the kernel evaluate the finite check. The sums for \(A_5\) are not evaluated. The proof assumes equality, applies the criterion to the two three-cycles, and lets the kernel confirm that none of the 60 elements inverts both. `wigner_test_with_inversion` then follows from `prod_iff` and a direct check of `ℤˣ`.
